# Every invariant subspace of a complex matrix of finite order has an invariant complement; for a shear this fails

Let $T$ exchange two equivalent sites, so that $T(x,y)=(y,x)$ and $T^2=1$. The symmetric line $W$, spanned by $(1,1)$, is invariant. Project onto it carelessly, by $P(x,y)=(y,y)$. The kernel of $P$ is the line through $(1,0)$, which $T$ moves to the line through $(0,1)$, so this complement of $W$ is not invariant. Now average $P$ with its conjugate by $T$:
$$Q=\tfrac12\,(P+TPT),\qquad Q(x,y)=\tfrac12\,(x+y,\;x+y).$$
The kernel of $Q$ is the antisymmetric line through $(1,-1)$, and $T$ preserves it. Averaging has repaired the projection, and no inner product was needed.

The same average works for any operator with $T^n=1$, provided that one can divide by $n$. It is the idea behind Maschke's theorem, which treats every finite group whose order is non-zero in the field; the development below treats the powers of a single operator, hence finite cyclic groups.

## Invariance and complements

Let $V$ be a vector space over a field $K$, of any dimension. An operator is an element of `Module.End K V`, a linear map from $V$ to itself, and the product of two operators is their composition.

```lean
import Mathlib

open Matrix

namespace CyclicCompleteReducibility

noncomputable section

variable {K V : Type*} [Field K] [AddCommGroup V] [Module K V]
```

A symmetry operation $T$ leaves a subspace $W$ invariant if $Tv\in W$ for every $v\in W$. Nothing is said about $W$ being filled by the images.

```lean
/-- The subspace `W` is invariant under the operator `T`: `T` maps `W` into itself. -/
def IsInvariant (T : Module.End K V) (W : Submodule K V) : Prop :=
  ∀ v ∈ W, T v ∈ W
```

Complete reducibility is taken in its complement form: for each invariant $W$ there is an invariant $W'$ with
$$W\cap W'=\{0\},\qquad W+W'=V.$$
These two conditions are what `IsCompl W W'` expresses. A decomposition into irreducible subspaces is a further step, which the file does not take.

```lean
/-- The operator `T` is completely reducible: every invariant subspace has an invariant
complement. -/
def CompletelyReducible (T : Module.End K V) : Prop :=
  ∀ W : Submodule K V, IsInvariant T W → ∃ W' : Submodule K V, IsInvariant T W' ∧ IsCompl W W'
```

## Averaging a projection over the powers of the operator

For an operator $P$, define
$$Q=\frac1n\sum_{k=0}^{n-1}T^{\,n-k}\,P\,T^{\,k}.$$
When $T^n=1$, the factor $T^{n-k}$ is the inverse of $T^k$, so each term is a conjugate of $P$. Writing $n-k$ in the exponent keeps all powers non-negative.

```lean
/-- The average of `P` over the conjugations by the powers of `T`, for an operator with
`T ^ n = 1` and `n` nonzero in `K`. -/
def cyclicAverage (n : ℕ) (T P : Module.End K V) : Module.End K V :=
  (n : K)⁻¹ • ∑ k ∈ Finset.range n, T ^ (n - k) * P * T ^ k
```

If $v\in W$ and $W$ is invariant, then $T^kv\in W$ for all $k\ge 0$. This holds for $k=0$, and $T^{k+1}v=T(T^kv)$ carries it from $k$ to $k+1$. The proof is that induction.

```lean
/-- An invariant subspace is invariant under all powers of the operator. -/
theorem IsInvariant.pow_mem {T : Module.End K V} {W : Submodule K V} (hW : IsInvariant T W)
    (k : ℕ) {v : V} (hv : v ∈ W) : (T ^ k) v ∈ W := by
  induction k with
  | zero => simpa using hv
  | succ k ih =>
    rw [pow_succ', Module.End.mul_apply]
    exact hW _ ih
```

Next, $Q$ commutes with $T$. Put $f(k)=T^{\,n+1-k}PT^{\,k}$. Multiplying the sum by $T$ from the left or from the right gives
$$T\sum_{k<n}T^{n-k}PT^k=\sum_{k<n}f(k),\qquad \Big(\sum_{k<n}T^{n-k}PT^k\Big)T=\sum_{k<n}f(k+1).$$
The two sums differ only at their ends, and the ends agree because $T^n=1$:
$$f(0)=T^{n+1}P=TP,\qquad f(n)=TPT^n=TP.$$

In the proof, `h0` and `hn` evaluate the ends, while `hL` and `hR` are the left and right products. The sum of $f$ from $0$ to $n$ is split once at its last term and once at its first, and cancelling $TP$ leaves the equality of the two sums.

```lean
/-- If `T ^ n = 1`, the averaged operator commutes with `T`. -/
theorem cyclicAverage_commute {n : ℕ} {T : Module.End K V} (hT : T ^ n = 1)
    (P : Module.End K V) : T * cyclicAverage n T P = cyclicAverage n T P * T := by
  obtain ⟨f, hf⟩ : ∃ f : ℕ → Module.End K V, ∀ k, f k = T ^ (n + 1 - k) * P * T ^ k :=
    ⟨_, fun _ => rfl⟩
  -- the two ends of the shifted sum agree because `T ^ n = 1`
  have hn : f n = T * P := by
    rw [hf, Nat.add_sub_cancel_left, pow_one, hT, mul_one]
  have h0 : f 0 = T * P := by
    rw [hf, Nat.sub_zero, pow_succ, hT, one_mul, pow_zero, mul_one]
  have h := (Finset.sum_range_succ f n).symm.trans (Finset.sum_range_succ' f n)
  rw [hn, h0] at h
  have h' := add_right_cancel h
  have hL : T * ∑ k ∈ Finset.range n, T ^ (n - k) * P * T ^ k
      = ∑ k ∈ Finset.range n, f k := by
    rw [Finset.mul_sum]
    refine Finset.sum_congr rfl fun k hk => ?_
    have hk' := Finset.mem_range.1 hk
    rw [hf, show n + 1 - k = (n - k) + 1 by omega, pow_succ' T (n - k)]
    simp only [mul_assoc]
  have hR : (∑ k ∈ Finset.range n, T ^ (n - k) * P * T ^ k) * T
      = ∑ k ∈ Finset.range n, f (k + 1) := by
    rw [Finset.sum_mul]
    refine Finset.sum_congr rfl fun k _ => ?_
    rw [hf, show n + 1 - (k + 1) = n - k by omega, pow_succ T k]
    simp only [mul_assoc]
  unfold cyclicAverage
  rw [mul_smul_comm, smul_mul_assoc, hL, hR, h']
```

## The kernel of the average is the complement

Assume $T^n=1$ and $n\neq0$ in $K$, and let $W$ be invariant. Choose any linear projection $P$ onto $W$. Three facts about $Q$ follow.

- **$Q$ maps into $W$.** Each $PT^kv$ lies in $W$, and $T^{n-k}$ keeps it there.
- **$Q$ fixes $W$ pointwise.** For $w\in W$ the vector $T^kw$ is in $W$, so $P$ leaves it alone and
$$Qw=\frac1n\sum_{k<n}T^{n-k}T^kw=\frac1n\,(n\,w)=w.$$
This is where $n\ne0$ is used.
- **The kernel of $Q$ is invariant.** If $Qv=0$, then $QTv=TQv=0$.

The kernel is also a complement. A vector $v$ in both $W$ and $\ker Q$ satisfies $v=Qv=0$. Any $v\in V$ can be written as
$$v=Qv+(v-Qv),\qquad Q(v-Qv)=Qv-Qv=0,$$
with the first part in $W$ and the second in the kernel.

The projection comes from a linear left inverse `g` of the inclusion of $W$ in $V$, which exists in any dimension. The statements `hQ` and `hQW` are the first two facts, and the three bullets at the end of the proof establish invariance, trivial intersection and spanning.

```lean
/-- An operator with `T ^ n = 1`, where `n` is nonzero in the field, is completely reducible,
in any dimension. -/
theorem completelyReducible_of_pow_eq_one {n : ℕ} (hn : (n : K) ≠ 0) {T : Module.End K V}
    (hT : T ^ n = 1) : CompletelyReducible T := by
  intro W hW
  -- an arbitrary projection `P` onto `W`
  obtain ⟨g, hg⟩ := LinearMap.exists_leftInverse_of_injective W.subtype W.ker_subtype
  let P : Module.End K V := W.subtype ∘ₗ g
  have hP : ∀ v, P v ∈ W := fun v => (g v).2
  have hPW : ∀ w ∈ W, P w = w := fun w hw =>
    congrArg Subtype.val (LinearMap.congr_fun hg ⟨w, hw⟩)
  -- its average `Q` is again a projection onto `W`
  have hQ : ∀ v, cyclicAverage n T P v ∈ W := by
    intro v
    simp only [cyclicAverage, LinearMap.smul_apply, LinearMap.sum_apply, Module.End.mul_apply]
    exact W.smul_mem _ (W.sum_mem fun k _ => hW.pow_mem _ (hP _))
  have hQW : ∀ w ∈ W, cyclicAverage n T P w = w := by
    intro w hw
    have hterm : ∀ k ∈ Finset.range n, (T ^ (n - k)) (P ((T ^ k) w)) = w := by
      intro k hk
      rw [hPW _ (hW.pow_mem k hw), ← Module.End.mul_apply, ← pow_add,
        Nat.sub_add_cancel (Finset.mem_range.1 hk).le, hT, Module.End.one_apply]
    simp only [cyclicAverage, LinearMap.smul_apply, LinearMap.sum_apply, Module.End.mul_apply]
    rw [Finset.sum_congr rfl hterm, Finset.sum_const, Finset.card_range,
      ← Nat.cast_smul_eq_nsmul K, smul_smul, inv_mul_cancel₀ hn, one_smul]
  -- the kernel of `Q` is the invariant complement
  refine ⟨LinearMap.ker (cyclicAverage n T P), ?_, ?_, ?_⟩
  · intro v hv
    rw [LinearMap.mem_ker] at hv ⊢
    rw [← Module.End.mul_apply, ← cyclicAverage_commute hT P, Module.End.mul_apply, hv, map_zero]
  · refine Submodule.disjoint_def.2 fun v hv hk => ?_
    rw [← hQW v hv]
    exact LinearMap.mem_ker.1 hk
  · refine codisjoint_iff.2 (eq_top_iff.2 fun v _ => Submodule.mem_sup.2
      ⟨cyclicAverage n T P v, hQ v, v - cyclicAverage n T P v, ?_, by abel⟩)
    rw [LinearMap.mem_ker, map_sub, hQW _ (hQ v), sub_self]
```

## Matrices acting on column vectors

A square matrix $M$ acts by $v\mapsto Mv$, which is `M.mulVecLin` in Lean. To apply the operator theorem, one needs the $k$-th power of this map to be multiplication by $M^k$. That follows by induction from $M(M^kv)=M^{k+1}v$ and is the statement `key`. Then $M^n=1$ for the matrix gives the same equation for the operator.

```lean
/-- A square matrix with `M ^ n = 1`, where `n` is nonzero in the field, acts completely
reducibly on column vectors. -/
theorem matrix_completelyReducible {ι : Type*} [Fintype ι] [DecidableEq ι] {n : ℕ}
    (hn : (n : K) ≠ 0) {M : Matrix ι ι K} (hM : M ^ n = 1) :
    CompletelyReducible M.mulVecLin := by
  have key : ∀ (k : ℕ) (v : ι → K), (M.mulVecLin ^ k) v = (M ^ k) *ᵥ v := by
    intro k v
    induction k with
    | zero => simp
    | succ k ih =>
      rw [pow_succ', pow_succ', Module.End.mul_apply, ih, Matrix.mulVecLin_apply,
        Matrix.mulVec_mulVec]
  refine completelyReducible_of_pow_eq_one hn (LinearMap.ext fun v => ?_)
  rw [key, hM, Matrix.one_mulVec, Module.End.one_apply]
```

Over $\mathbb C$ the condition $n\neq0$ in the field reduces to $n\ge1$. The number $n$ need not be the smallest exponent with $M^n=1$, and $M$ need not be unitary. An example from electronic-structure work is a finite basis of non-orthogonal orbitals whose span is mapped to itself by a rotation of finite order. The matrix of the rotation need not be unitary there, although the rotation itself preserves the overlaps between orbitals. The complement that is orthogonal with respect to the overlap is therefore invariant too, but the average gives an invariant complement without using the overlap matrix.

```lean
/-- For a complex square matrix with `M ^ n = 1` for some `n ≥ 1`, every invariant subspace has
an invariant complement. -/
theorem complex_matrix_completelyReducible {ι : Type*} [Fintype ι] [DecidableEq ι] {n : ℕ}
    (hn : 1 ≤ n) {M : Matrix ι ι ℂ} (hM : M ^ n = 1) : CompletelyReducible M.mulVecLin :=
  matrix_completelyReducible (Nat.cast_ne_zero.2 (by omega)) hM
```

## A shear with an invariant line and no invariant complement

To see what fails without $M^n=1$, take
$$S=\begin{pmatrix}1&1\\0&1\end{pmatrix},\qquad S(x,v)=(x+v,\,v).$$
Over the real numbers this is one drift step of a free particle in one dimension, with position $x$, velocity $v$ and a time step of one unit.

```lean
/-- The shear of the plane that fixes `(1,0)` and sends `(0,1)` to `(1,1)`. -/
def shear (K : Type*) [Field K] : Matrix (Fin 2) (Fin 2) K := !![1, 1; 0, 1]
```

After $k$ steps the displacement is $kv$, so
$$S^k=\begin{pmatrix}1&k\\0&1\end{pmatrix}.$$
The induction multiplies by one more $S$, which adds $1$ to the upper right entry.

```lean
/-- The `k`-th power of the shear displaces `k` times as far. -/
theorem shear_pow (k : ℕ) : shear K ^ k = !![1, (k : K); 0, 1] := by
  induction k with
  | zero => ext i j; fin_cases i <;> fin_cases j <;> simp
  | succ k ih =>
    rw [pow_succ, ih]
    ext i j
    fin_cases i <;> fin_cases j <;>
      simp [shear, Matrix.mul_apply, Fin.sum_univ_two, add_comm]
```

The line $W$ spanned by $(1,0)$, the states at rest, is invariant because $S(c,0)=(c,0)$. Suppose that $W'$ were an invariant complement. Then $(0,1)=a+b$ with $a=(c,0)\in W$ and $b\in W'$, so $b=(-c,1)$ and
$$Sb-b=(1-c,\,1)-(-c,\,1)=(1,0).$$
The left side lies in $W'$, since $W'$ is an invariant subspace, and the right side lies in $W$. A non-zero vector would then belong to both, which is a contradiction.

Lean numbers components from $0$, so `hb1` says that the second component of $b$ is $1$. The step `hd` is the displayed difference, and `hzero` is the contradiction. The argument holds over every field.

```lean
/-- The line spanned by `(1,0)` is invariant under the shear and has no invariant complement. -/
theorem shear_line_no_complement :
    IsInvariant (shear K).mulVecLin (Submodule.span K {![1, 0]}) ∧
    ¬ ∃ W' : Submodule K (Fin 2 → K), IsInvariant (shear K).mulVecLin W' ∧
      IsCompl (Submodule.span K {![1, 0]}) W' := by
  constructor
  · intro v hv
    obtain ⟨c, rfl⟩ := Submodule.mem_span_singleton.1 hv
    refine Submodule.mem_span_singleton.2 ⟨c, ?_⟩
    ext i
    fin_cases i <;> simp [shear, Matrix.mulVec, dotProduct, Fin.sum_univ_two]
  · rintro ⟨W', hinv, hc⟩
    have htop : (![0, 1] : Fin 2 → K) ∈ Submodule.span K {![1, 0]} ⊔ W' := by
      rw [hc.sup_eq_top]
      exact Submodule.mem_top
    obtain ⟨a, ha, b, hb, hab⟩ := Submodule.mem_sup.1 htop
    obtain ⟨c, rfl⟩ := Submodule.mem_span_singleton.1 ha
    have hb1 : b 1 = 1 := by simpa using congrFun hab 1
    -- the shear displaces `b` by exactly `(1,0)`
    have hd : shear K *ᵥ b - b = ![1, 0] := by
      ext i
      fin_cases i <;> simp [shear, dotProduct, Fin.sum_univ_two, hb1]
    have hmem : shear K *ᵥ b - b ∈ W' := W'.sub_mem (hinv b hb) hb
    rw [hd] at hmem
    have hzero := Submodule.disjoint_def.1 hc.disjoint _
      (Submodule.mem_span_singleton_self _) hmem
    simpa using congrFun hzero 0
```

Over $\mathbb C$ the powers of $S$ are all distinct, because their upper right entries $0,1,2,\dots$ are. The group generated by $S$ is therefore infinite. A complement invariant under that group would in particular be invariant under $S$, and there is none.

```lean
/-- Over the complex numbers the powers of the shear are all distinct, and the shear is not
completely reducible. -/
theorem complex_shear_infinite_not_reducible :
    Function.Injective (fun k : ℕ => shear ℂ ^ k) ∧
      ¬ CompletelyReducible (shear ℂ).mulVecLin := by
  refine ⟨fun a b h => ?_, fun h =>
    shear_line_no_complement.2 (h _ shear_line_no_complement.1)⟩
  have h' : shear ℂ ^ a = shear ℂ ^ b := h
  rw [shear_pow, shear_pow] at h'
  simpa using congrFun (congrFun h' 0) 1
```

## Why the exponent must be non-zero in the field

The other hypothesis fails in an equally small example. Over the field with two elements,
$$S^2=\begin{pmatrix}1&2\\0&1\end{pmatrix}=\begin{pmatrix}1&0\\0&1\end{pmatrix},$$
so the shear satisfies $M^2=1$, yet its invariant line still has no invariant complement. The average would require division by $2=0$. The case $n=0$ breaks down in the same way over any field, since $M^0=1$ restricts nothing.

In general, if $n=0$ in $K$, then $S^n=1$ and $S$ is a counter-example; if $n\neq0$ in $K$, the matrix theorem applies. For given $K$ and $n$, then, all $2\times2$ matrices with $M^n=1$ are completely reducible exactly when $n\ne0$ in $K$. The equivalence concerns the whole family of such matrices: a particular one, such as the identity, may be completely reducible in either case.

```lean
/-- All two-by-two matrices over `K` with `M ^ n = 1` are completely reducible exactly when `n`
is nonzero in `K`. -/
theorem completelyReducible_iff_natCast_ne_zero (n : ℕ) :
    (∀ M : Matrix (Fin 2) (Fin 2) K, M ^ n = 1 → CompletelyReducible M.mulVecLin) ↔
      (n : K) ≠ 0 := by
  refine ⟨fun h h0 => ?_, fun hn M hM => matrix_completelyReducible hn hM⟩
  -- if `n = 0` in `K`, the shear itself satisfies `M ^ n = 1`
  have hS : shear K ^ n = 1 := by
    rw [shear_pow, h0]
    ext i j
    fin_cases i <;> fin_cases j <;> simp
  exact shear_line_no_complement.2 (h _ hS _ shear_line_no_complement.1)

end

end CyclicCompleteReducibility
```

```lean
#print axioms CyclicCompleteReducibility.complex_matrix_completelyReducible
#print axioms CyclicCompleteReducibility.complex_shear_infinite_not_reducible
#print axioms CyclicCompleteReducibility.completelyReducible_iff_natCast_ne_zero
```

```
'CyclicCompleteReducibility.complex_matrix_completelyReducible' depends on axioms: [propext, Classical.choice, Quot.sound]
'CyclicCompleteReducibility.complex_shear_infinite_not_reducible' depends on axioms: [propext, Classical.choice, Quot.sound]
'CyclicCompleteReducibility.completelyReducible_iff_natCast_ne_zero' depends on axioms: [propext, Classical.choice, Quot.sound]
```
